# A Coulomb integral with no weight on the scaling axis converges to its planar limit when that limit is finite

A separation between two points is $r=(x,y,z)$, and $\rho=\sqrt{y^2+z^2}$ is its length in the $yz$ plane. The parameter $l>0$ compresses $x$ separations to $x/l$, so large $l$ means a thin layer. The Coulomb interaction is one over distance, without charges or prefactors. A measure $\mu$ on separations says how much weight each region of separations carries. In the intended use, $\mu(B)$ is the integral of $|\gamma(r_1,r_2)|^2$ over all pairs with $r_1-r_2\in B$, where $\gamma$ is a one-particle density matrix.

```lean
import Mathlib

open MeasureTheory Filter Topology Set

namespace NonuniformScalingCrossover

noncomputable section
```

This loads Mathlib, Lean's mathematical library, and opens a namespace for the names below.

```lean
/-- The Coulomb kernel at separation `(x, y, z)` after the `x` separation is divided by `l`. -/
def scaledCoulomb (l : ℝ) (r : ℝ × ℝ × ℝ) : ℝ :=
  (√(r.1 ^ 2 / l ^ 2 + r.2.1 ^ 2 + r.2.2 ^ 2))⁻¹
```

This is the scaled kernel
$$k_l(r)=\frac{1}{\sqrt{x^2/l^2+y^2+z^2}}.$$
Lean stores a triple as a pair whose second entry is a pair, so `r.1`, `r.2.1` and `r.2.2` are $x$, $y$ and $z$.

```lean
/-- The Coulomb kernel of the separation projected on the `yz` plane. -/
def planarCoulomb (r : ℝ × ℝ × ℝ) : ℝ := (√(r.2.1 ^ 2 + r.2.2 ^ 2))⁻¹
```

The planar kernel is $p(r)=1/\rho$, the Coulomb interaction of the separation projected on the plane.

```lean
/-- The separations that are parallel to the scaled direction, `y = z = 0`. -/
def scalingAxis : Set (ℝ × ℝ × ℝ) := {r | r.2.1 = 0 ∧ r.2.2 = 0}
```

The scaling axis $A$ is the line $y=z=0$, where the projected separation vanishes.

```lean
/-- The Coulomb integral of the weight `μ` at scaling parameter `l`. -/
def scaledIntegral (μ : Measure (ℝ × ℝ × ℝ)) (l : ℝ) : ℝ := ∫ r, scaledCoulomb l r ∂μ
```

The quantity of interest is $I(l)=\int k_l\,d\mu$. Here $\mu$ is any measure on $\mathbb{R}^3$; the file does not construct it from a density matrix.

## The kernel, point by point

```lean
lemma measurable_scaledCoulomb (l : ℝ) : Measurable (scaledCoulomb l) := by
  unfold scaledCoulomb
  fun_prop
```

The function $k_l$ is measurable, as integration requires.

```lean
lemma measurable_planarCoulomb : Measurable planarCoulomb := by
  unfold planarCoulomb
  fun_prop
```

So is $p$.

```lean
lemma scaledCoulomb_nonneg (l : ℝ) (r : ℝ × ℝ × ℝ) : 0 ≤ scaledCoulomb l r :=
  inv_nonneg.2 (Real.sqrt_nonneg _)
```

The scaled kernel is never negative.

```lean
lemma off_axis {r : ℝ × ℝ × ℝ} (hr : r ∉ scalingAxis) : 0 < r.2.1 ^ 2 + r.2.2 ^ 2 := by
  by_contra h
  have hy := sq_nonneg r.2.1
  have hz := sq_nonneg r.2.2
  exact hr ⟨(pow_eq_zero_iff two_ne_zero).1 (by linarith),
    (pow_eq_zero_iff two_ne_zero).1 (by linarith)⟩
```

Off the axis, $\rho^2>0$: if the sum of two squares is not positive, both squares vanish and the point lies on $A$.

```lean
/-- The scaled integral is the ordinary Coulomb integral of the weight whose `x` separations
have been divided by `l`. -/
theorem scaledIntegral_eq_map (μ : Measure (ℝ × ℝ × ℝ)) (l : ℝ) :
    scaledIntegral μ l = ∫ r, (√(r.1 ^ 2 + r.2.1 ^ 2 + r.2.2 ^ 2))⁻¹
      ∂(μ.map fun r : ℝ × ℝ × ℝ => (r.1 / l, r.2)) := by
  have hm : Measurable (fun r : ℝ × ℝ × ℝ => (r.1 / l, r.2)) := by fun_prop
  have hk : Measurable (fun r : ℝ × ℝ × ℝ =>
      (√(r.1 ^ 2 + r.2.1 ^ 2 + r.2.2 ^ 2))⁻¹) := by fun_prop
  rw [integral_map hm.aemeasurable hk.aestronglyMeasurable]
  simp only [scaledIntegral, scaledCoulomb, div_pow]
```

Changing variables to $x'=x/l$ turns $I(l)$ into the ordinary Coulomb integral of a compressed weight. `μ.map` denotes $\mu$ carried along by $(x,y,z)\mapsto(x/l,y,z)$, and `integral_map` is the change of variables.

For orbitals compressed along $x$ and kept normalised, $I(l)$ is thus proportional to the magnitude of the exchange energy in a spin-unpolarised system. The results below then say when that energy stays finite in the two-dimensional limit. The Kohn–Sham orbitals of the compressed density need not be the compressed orbitals.

```lean
/-- Away from the scaling axis, the scaled Coulomb kernel does not decrease with `l > 0`. -/
theorem scaledCoulomb_mono {r : ℝ × ℝ × ℝ} (hr : r ∉ scalingAxis) {l m : ℝ}
    (hl : 0 < l) (hlm : l ≤ m) : scaledCoulomb l r ≤ scaledCoulomb m r := by
  have h1 : r.1 ^ 2 / m ^ 2 ≤ r.1 ^ 2 / l ^ 2 := by gcongr
  have h2 := div_nonneg (sq_nonneg r.1) (sq_nonneg m)
  have h3 := off_axis hr
  exact inv_anti₀ (Real.sqrt_pos.2 (by linarith)) (Real.sqrt_le_sqrt (by linarith))
```

Let $0<l\le m$. Then $x^2/m^2\le x^2/l^2$, and adding $\rho^2>0$ gives
$$0<x^2/m^2+\rho^2\le x^2/l^2+\rho^2.$$
Square roots keep this order and reciprocals reverse it, so $k_l(r)\le k_m(r)$. The last step is `inv_anti₀`.

```lean
/-- Away from the scaling axis, the scaled Coulomb kernel is at most the planar one. -/
theorem scaledCoulomb_le_planar {r : ℝ × ℝ × ℝ} (hr : r ∉ scalingAxis) (l : ℝ) :
    scaledCoulomb l r ≤ planarCoulomb r := by
  have h2 := div_nonneg (sq_nonneg r.1) (sq_nonneg l)
  exact inv_anti₀ (Real.sqrt_pos.2 (off_axis hr)) (Real.sqrt_le_sqrt (by linarith))
```

Likewise $\rho^2\le x^2/l^2+\rho^2$ gives $k_l(r)\le p(r)$ off the axis.

```lean
/-- Away from the scaling axis, the scaled Coulomb kernel tends to the planar one
as `l` grows. -/
theorem scaledCoulomb_tendsto {r : ℝ × ℝ × ℝ} (hr : r ∉ scalingAxis) :
    Tendsto (fun l => scaledCoulomb l r) atTop (𝓝 (planarCoulomb r)) := by
  have h1 : Tendsto (fun l : ℝ => r.1 ^ 2 / l ^ 2) atTop (𝓝 0) :=
    (tendsto_pow_atTop two_ne_zero).const_div_atTop _
  have h2 := (h1.add_const (r.2.1 ^ 2)).add_const (r.2.2 ^ 2)
  rw [zero_add] at h2
  exact ((Real.continuous_sqrt.tendsto _).comp h2).inv₀ (Real.sqrt_pos.2 (off_axis hr)).ne'
```

As $l\to\infty$, $x^2/l^2\to0$. The square root is continuous and its limit $\rho$ is nonzero off the axis, so $k_l(r)\to p(r)$. In Lean, `Tendsto … atTop (𝓝 a)` reads "tends to $a$ as the parameter goes to infinity".

## From the kernel to the integral

```lean
/-- If the scaling axis has no weight and the planar Coulomb integral exists, the scaled
integrals exist, do not decrease with `l > 0`, are bounded by the planar integral and
converge to it as `l` grows. -/
theorem dimensional_crossover {μ : Measure (ℝ × ℝ × ℝ)} (hax : μ scalingAxis = 0)
    (hp : Integrable planarCoulomb μ) :
    (∀ l, 0 < l → Integrable (scaledCoulomb l) μ) ∧
    MonotoneOn (scaledIntegral μ) (Ioi 0) ∧
    (∀ l, 0 < l → scaledIntegral μ l ≤ ∫ r, planarCoulomb r ∂μ) ∧
    Tendsto (scaledIntegral μ) atTop (𝓝 (∫ r, planarCoulomb r ∂μ)) := by
  have hae : ∀ᵐ r ∂μ, r ∉ scalingAxis := compl_mem_ae_iff.2 hax
  have hb : ∀ l, ∀ᵐ r ∂μ, ‖scaledCoulomb l r‖ ≤ planarCoulomb r := by
    intro l
    filter_upwards [hae] with r hr
    rw [Real.norm_of_nonneg (scaledCoulomb_nonneg l r)]
    exact scaledCoulomb_le_planar hr l
  have hi : ∀ l, Integrable (scaledCoulomb l) μ := fun l =>
    hp.mono' (measurable_scaledCoulomb l).aestronglyMeasurable (hb l)
  refine ⟨fun l _ => hi l, ?_, ?_, ?_⟩
  · intro l hl m _ hlm
    exact integral_mono_ae (hi l) (hi m) (hae.mono fun r hr => scaledCoulomb_mono hr hl hlm)
  · intro l _
    exact integral_mono_ae (hi l) hp (hae.mono fun r hr => scaledCoulomb_le_planar hr l)
  · -- the planar kernel dominates the whole family
    exact tendsto_integral_filter_of_dominated_convergence planarCoulomb
      (Eventually.of_forall fun l => (measurable_scaledCoulomb l).aestronglyMeasurable)
      (Eventually.of_forall hb) hp (hae.mono fun r hr => scaledCoulomb_tendsto hr)
```

The hypotheses are `hax`, that $\mu(A)=0$, and `hp`, that $\int p\,d\mu$ converges. The first says that separations exactly along the compressed direction carry no weight; for a weight of finite total, the second says that the projected weight is not too concentrated at short planar distance. The four conclusions, joined by `∧`, are:

- $I(l)$ is a convergent integral for every $l>0$;
- $I(l)\le I(m)$ whenever $0<l\le m$;
- $I(l)\le\int p\,d\mu$ for every $l>0$;
- $I(l)\to\int p\,d\mu$ as $l\to\infty$.

By hand, since $\mu(A)=0$, the three kernel facts hold for almost every $r$ (`hae`). Thus $0\le k_l\le p$ almost everywhere (`hb`), and the integrable $p$ makes $k_l$ integrable (`hi`). Integrating the two inequalities gives monotonicity and the bound. For the limit, $k_l\to p$ almost everywhere under the common bound $p$, so dominated convergence moves the limit inside the integral.

```lean
/-- If the scaling axis has no weight, the planar Coulomb integral exists and separations with `x ≠
0` carry weight, the scaled integral strictly increases with `l > 0`. -/
theorem scaledIntegral_strictMono {μ : Measure (ℝ × ℝ × ℝ)} (hax : μ scalingAxis = 0)
    (hp : Integrable planarCoulomb μ) (hx : μ {r | r.1 ≠ 0} ≠ 0) :
    StrictMonoOn (scaledIntegral μ) (Ioi 0) := by
  obtain ⟨hi, hmono, -, -⟩ := dimensional_crossover hax hp
  have hae : ∀ᵐ r ∂μ, r ∉ scalingAxis := compl_mem_ae_iff.2 hax
  intro l hl m hm hlm
  have hl' : 0 < l := hl
  refine lt_of_le_of_ne (hmono hl hm hlm.le) fun heq => hx ?_
  -- equal integrals would force equal kernels almost everywhere
  have h0 : ∫ r, (scaledCoulomb m r - scaledCoulomb l r) ∂μ = 0 := by
    rw [integral_sub (hi m hm) (hi l hl)]
    exact sub_eq_zero.2 heq.symm
  have hz := (integral_eq_zero_iff_of_nonneg_ae
    (hae.mono fun r hr => sub_nonneg.2 (scaledCoulomb_mono hr hl hlm.le))
    ((hi m hm).sub (hi l hl))).1 h0
  have hzero : ∀ᵐ r ∂μ, r.1 = 0 := by
    filter_upwards [hae, hz] with r hr hzr
    by_contra hne
    have h1 : r.1 ^ 2 / m ^ 2 < r.1 ^ 2 / l ^ 2 :=
      div_lt_div_of_pos_left (by positivity) (by positivity) (by nlinarith)
    have h2 := div_nonneg (sq_nonneg r.1) (sq_nonneg m)
    have h3 := off_axis hr
    have h4 : scaledCoulomb l r < scaledCoulomb m r :=
      inv_strictAnti₀ (Real.sqrt_pos.2 (by linarith))
        (Real.sqrt_lt_sqrt (by linarith) (by linarith))
    have h5 : scaledCoulomb m r - scaledCoulomb l r = 0 := hzr
    linarith
  exact ae_iff.1 hzero
```

If separations with $x\ne0$ also carry weight, then $I(l)<I(m)$ for $0<l<m$. Suppose instead that $I(l)=I(m)$. Then $\int(k_m-k_l)\,d\mu=0$ with a nonnegative integrand, so $k_m=k_l$ almost everywhere (`hz`). But off the axis with $x\neq0$ we have $x^2/m^2<x^2/l^2$, hence $k_l<k_m$. So $x=0$ almost everywhere, which contradicts `hx`.

## What a bounded integral implies

```lean
/-- On the scaling axis the scaled Coulomb kernel is proportional to `l` for `l > 0`. -/
theorem scaledCoulomb_on_axis {r : ℝ × ℝ × ℝ} (hr : r ∈ scalingAxis) {l : ℝ} (hl : 0 < l) :
    scaledCoulomb l r = l * scaledCoulomb 1 r := by
  obtain ⟨hy, hz⟩ := hr
  have e : r.1 ^ 2 / l ^ 2 + 0 ^ 2 + 0 ^ 2 = (r.1 / l) ^ 2 := by ring
  have e1 : r.1 ^ 2 / 1 ^ 2 + 0 ^ 2 + 0 ^ 2 = r.1 ^ 2 := by ring
  unfold scaledCoulomb
  rw [hy, hz, e, e1, Real.sqrt_sq_eq_abs, Real.sqrt_sq_eq_abs, abs_div, abs_of_pos hl,
    inv_div, div_eq_mul_inv]
```

On the axis with $x\ne0$,
$$k_l(r)=\frac{1}{|x|/l}=\frac{l}{|x|}=l\,k_1(r).$$

A single unit point mass shows both behaviours. It is a mathematical example only: the $\mu$ of a density matrix gives no weight to a single separation, nor to the whole axis. Placed off the axis, it gives $I(l)=k_l(r)\to1/\rho$. Placed at $(x,0,0)$ with $x\neq0$, it gives $I(l)=l/|x|$, which grows without bound.

```lean
/-- If zero separation has no weight and the scaled integrals exist and stay bounded for all
`l > 0`, then the scaling axis has no weight and the planar Coulomb integral exists. -/
theorem crossover_converse {μ : Measure (ℝ × ℝ × ℝ)} {C : ℝ} (h0 : μ {0} = 0)
    (hi : ∀ l, 0 < l → Integrable (scaledCoulomb l) μ)
    (hC : ∀ l, 0 < l → scaledIntegral μ l ≤ C) :
    μ scalingAxis = 0 ∧ Integrable planarCoulomb μ := by
  have hA : MeasurableSet scalingAxis := by
    have h1 : MeasurableSet {r : ℝ × ℝ × ℝ | r.2.1 = 0} :=
      measurableSet_eq_fun (by fun_prop) measurable_const
    have h2 : MeasurableSet {r : ℝ × ℝ × ℝ | r.2.2 = 0} :=
      measurableSet_eq_fun (by fun_prop) measurable_const
    exact h1.inter h2
  -- the axis contributes a term linear in `l`, which must vanish
  have hlin : ∀ l, 0 < l → l * ∫ r in scalingAxis, scaledCoulomb 1 r ∂μ ≤ C := by
    intro l hl
    rw [← integral_const_mul, ← setIntegral_congr_fun hA
      (fun r hr => scaledCoulomb_on_axis hr hl)]
    exact (setIntegral_le_integral (hi l hl)
      (ae_of_all _ (scaledCoulomb_nonneg l))).trans (hC l hl)
  have hc : ∫ r in scalingAxis, scaledCoulomb 1 r ∂μ = 0 := by
    by_contra hne
    have hpos := lt_of_le_of_ne
      (integral_nonneg (μ := μ.restrict scalingAxis) (scaledCoulomb_nonneg 1)) (Ne.symm hne)
    have h := hlin _ (div_pos (by positivity : 0 < |C| + 1) hpos)
    rw [div_mul_cancel₀ _ hne] at h
    linarith [le_abs_self C]
  have hz := (ae_restrict_iff' hA).1 ((integral_eq_zero_iff_of_nonneg_ae
    (ae_of_all _ (scaledCoulomb_nonneg 1)) (hi 1 one_pos).integrableOn).1 hc)
  have hae : ∀ᵐ r ∂μ, r ∉ scalingAxis := by
    filter_upwards [hz, compl_mem_ae_iff.2 h0] with r hr hr0 hmem
    have h1 : (√(r.1 ^ 2 / 1 ^ 2 + r.2.1 ^ 2 + r.2.2 ^ 2))⁻¹ = 0 := hr hmem
    have h2 := Real.sqrt_eq_zero'.1 (inv_eq_zero.1 h1)
    have h3 : r.1 = 0 := by nlinarith [sq_nonneg r.1, sq_nonneg r.2.1, sq_nonneg r.2.2]
    exact hr0 (Prod.ext h3 (Prod.ext hmem.1 hmem.2))
  refine ⟨compl_mem_ae_iff.1 hae, measurable_planarCoulomb.aestronglyMeasurable, ?_⟩
  -- monotone convergence along `l = n + 1`
  have hlim := lintegral_tendsto_of_tendsto_of_monotone (μ := μ)
    (f := fun (n : ℕ) r => ENNReal.ofReal (scaledCoulomb ((n : ℝ) + 1) r))
    (F := fun r => ENNReal.ofReal (planarCoulomb r))
    (fun n => (measurable_scaledCoulomb _).ennreal_ofReal.aemeasurable)
    (hae.mono fun r hr n m hnm => ENNReal.ofReal_le_ofReal
      (scaledCoulomb_mono hr (by positivity) (by gcongr)))
    (hae.mono fun r hr => ENNReal.tendsto_ofReal ((scaledCoulomb_tendsto hr).comp
      (tendsto_atTop_add_const_right atTop 1 tendsto_natCast_atTop_atTop)))
  have hle := le_of_tendsto' hlim (b := ENNReal.ofReal C) fun n => by
    have hn : (0 : ℝ) < (n : ℝ) + 1 := by positivity
    rw [← ofReal_integral_eq_lintegral_ofReal (hi _ hn) (ae_of_all _ (scaledCoulomb_nonneg _))]
    exact ENNReal.ofReal_le_ofReal (hC _ hn)
  exact (hasFiniteIntegral_iff_ofReal
    (ae_of_all _ fun r => inv_nonneg.2 (Real.sqrt_nonneg _))).2
    (lt_of_le_of_lt hle ENNReal.ofReal_lt_top)

end

end NonuniformScalingCrossover
```

Conversely, suppose that zero separation has no weight, that $I(l)$ converges for every $l>0$, and that $I(l)\le C$ for one constant $C$. Then $\mu(A)=0$ and $p$ is integrable. For weights without mass at zero separation, the two hypotheses of `dimensional_crossover` are therefore necessary as well as sufficient for the scaled integrals to exist and stay bounded. The condition `h0` is needed because Lean sets $1/0=0$, which would hide a point mass at the origin.

The argument has two steps. First let $c=\int_A k_1\,d\mu\ge0$. The axis contributes $l\,c$ to $I(l)$ and the rest is nonnegative, so $l\,c\le C$ for all $l>0$ (`hlin`). If $c>0$, choosing $l=(|C|+1)/c$ gives $|C|+1\le C$, which is false. So $c=0$ (`hc`). Since $k_1>0$ on the axis away from the origin, that part of the axis has no weight; by `h0` neither has the origin, and $\mu(A)=0$.

Second, take $l=n+1$ for $n=0,1,2,\dots$. Almost everywhere, $k_{n+1}$ increases to $p$, so monotone convergence gives
$$\int p\,d\mu=\lim_{n\to\infty}I(n+1)\le C<\infty.$$
Lean does this step with `lintegral`, the integral of nonnegative functions that may take the value $\infty$, because the finiteness of $\int p\,d\mu$ is what has to be shown.

```lean
#print axioms NonuniformScalingCrossover.scaledIntegral_eq_map
-- 'NonuniformScalingCrossover.scaledIntegral_eq_map' depends on axioms: [propext, Classical.choice, Quot.sound]
#print axioms NonuniformScalingCrossover.scaledIntegral_strictMono
-- 'NonuniformScalingCrossover.scaledIntegral_strictMono' depends on axioms: [propext, Classical.choice, Quot.sound]
#print axioms NonuniformScalingCrossover.crossover_converse
-- 'NonuniformScalingCrossover.crossover_converse' depends on axioms: [propext, Classical.choice, Quot.sound]
```
